# The kinetic plus exchange energy density of the uniform electron gas as a polynomial in the Fermi wavevector

For an unpolarised uniform electron gas of density n > 0, in Hartree atomic units, the kinetic plus exchange energy per volume is kF⁵/(10π²) − kF⁴/(4π³), where kF = (3π²n)^(1/3) is the Fermi wavevector. Correlation energy is not included, and the energy density is defined by its usual formula in n^(5/3) and n^(4/3), not derived from a Hamiltonian. Mathematically, the lemma is an identity between real powers of n and whole powers of kF. The proof writes every fractional power as a whole power of a cube root, names the cube roots of 3π² and n as `a` and `b`, and finishes by algebra using a³ = 3π².

This version doesn't compile in Lean 4 with Mathlib:

```lean
import Mathlib

open Real

namespace EnergyDensityEq

noncomputable section

/-- Kinetic plus exchange energy per volume of the unpolarised uniform electron gas
of density `n ≥ 0`, in Hartree atomic units. -/
def energyDensity (n : ℝ) : ℝ :=
  3 / 10 * (3 * π ^ 2) ^ ((2 : ℝ) / 3) * n ^ ((5 : ℝ) / 3)
    - 3 / 4 * (3 / π) ^ ((1 : ℝ) / 3) * n ^ ((4 : ℝ) / 3)

/-- The Fermi wavevector `kF` of an unpolarised gas of density `n ≥ 0`. -/
def fermiWavevector (n : ℝ) : ℝ := (3 * π ^ 2 * n) ^ ((1 : ℝ) / 3)

/-- At positive density the energy density is `kF⁵/(10π²) - kF⁴/(4π³)`. -/
theorem energyDensity_eq {n : ℝ} (hn : 0 < n) :
    energyDensity n = fermiWavevector n ^ 5 / (10 * π ^ 2)
      - fermiWavevector n ^ 4 / (4 * π ^ 3) := by
  have root : ∀ x : ℝ, 0 ≤ x → ∀ m : ℕ,
      x ^ ((m : ℝ) / 3) = (x ^ ((1 : ℝ) / 3)) ^ m := by
    intro x hx m
    rw [← Real.rpow_natCast, ← Real.rpow_mul hx]
    congr 1
    ring
  -- every fractional power is a power of a cube root
  have h2 : (3 * π ^ 2) ^ ((2 : ℝ) / 3) = ((3 * π ^ 2) ^ ((1 : ℝ) / 3)) ^ 2 := by
    exact_mod_cast root (3 * π ^ 2) (by positivity) 2
  have h5 : n ^ ((5 : ℝ) / 3) = (n ^ ((1 : ℝ) / 3)) ^ 5 := by
    exact_mod_cast root n hn.le 5
  have h4 : n ^ ((4 : ℝ) / 3) = (n ^ ((1 : ℝ) / 3)) ^ 4 := by
    exact_mod_cast root n hn.le 4
  have ha : ((3 * π ^ 2) ^ ((1 : ℝ) / 3)) ^ 3 = 3 * π ^ 2 := by
    rw [← root _ (by positivity) 3]
    norm_num
  have hpi : (π ^ 3) ^ ((1 : ℝ) / 3) = π := by
    rw [← Real.rpow_natCast, ← Real.rpow_mul pi_pos.le]
    norm_num
  have hc : (3 / π) ^ ((1 : ℝ) / 3) = (3 * π ^ 2) ^ ((1 : ℝ) / 3) / π := by
    have h : 3 / π = 3 * π ^ 2 / π ^ 3 := by field_simp
    rw [h, Real.div_rpow (by positivity) (by positivity), hpi]
  have hk : fermiWavevector n = (3 * π ^ 2) ^ ((1 : ℝ) / 3) * n ^ ((1 : ℝ) / 3) :=
    Real.mul_rpow (by positivity) hn.le
  unfold energyDensity
  rw [hk, h2, h5, h4, hc]
  generalize (3 * π ^ 2) ^ ((1 : ℝ) / 3) = a at ha ⊢
  generalize n ^ ((1 : ℝ) / 3) = b
  have e5 : (a * b) ^ 5 = 3 * π ^ 2 * a ^ 2 * b ^ 5 := by
    linear_combination a ^ 2 * b ^ 5 * ha
  have e4 : (a * b) ^ 4 = 3 * π ^ 2 * a * b ^ 4 := by
    linear_combination a * b ^ 4 * ha
  rw [e5, e4]
  field_simp <;> ring

end

end EnergyDensityEq
```

Compiling this gives:

```
Main.lean:30:4: error: mod_cast has type
  (3 * π ^ (2 : ℝ)) ^ (2 / 3) = ((3 * π ^ 2) ^ (1 / 3)) ^ 2
but is expected to have type
  (3 * π ^ (2 : ℕ)) ^ (2 / 3) = ((3 * π ^ 2) ^ (1 / 3)) ^ 2
```

Cause. The error is in `h2`, which applies `root` with `x` equal to `3 * π ^ 2` and `m` equal to `2`. The argument `3 * π ^ 2` is typed out again there, and nothing in it says what type the exponent `2` has, so Lean must settle that while elaborating the term. Under `exact_mod_cast` it came out as a real number: the message shows `π ^ (2 : ℝ)` in the supplied fact where the goal has `π ^ (2 : ℕ)`. These powers are equal in value, but they are different operations in Lean, so the fact does not match the goal.

With `simpa only [Nat.cast_ofNat] using`, the inner exponent is a natural number, as in the goal. The one remaining difference is the outer exponent, which is `((2 : ℕ) : ℝ) / 3` in the fact and `(2 : ℝ) / 3` in the goal, and `Nat.cast_ofNat` removes it. The similar steps `h5` and `h4` pass the plain variable `n` to `root`, with no exponent left to interpret, and stay as they were.

Dropping `<;> ring` at the end is mere tidying: `field_simp` already closes the goal, so `ring` had nothing to run on.

The repair, with which the file compiles:

```diff
@@ -28,5 +28,5 @@
   -- every fractional power is a power of a cube root
   have h2 : (3 * π ^ 2) ^ ((2 : ℝ) / 3) = ((3 * π ^ 2) ^ ((1 : ℝ) / 3)) ^ 2 := by
-    exact_mod_cast root (3 * π ^ 2) (by positivity) 2
+    simpa only [Nat.cast_ofNat] using root (3 * π ^ 2) (by positivity) 2
   have h5 : n ^ ((5 : ℝ) / 3) = (n ^ ((1 : ℝ) / 3)) ^ 5 := by
     exact_mod_cast root n hn.le 5
@@ -53,5 +53,5 @@
     linear_combination a * b ^ 4 * ha
   rw [e5, e4]
-  field_simp <;> ring
+  field_simp
 
 end
```
